# Above the pairing threshold, Newton iteration from zero increases to the squared BCS gap of finitely many nonzero levels

For one level at energy ξ = 1 from the Fermi level and coupling g = 4, the gap equation for the squared gap y reads G(y) = 2/√(1 + y) − 1 = 0, with root y = 3. The curve is decreasing and convex, so its tangent at y = 0 reaches zero early, at y = 1, and each later tangent also stops short of the root.

```lean
import Mathlib

open Filter Topology

namespace GapNewton

noncomputable section

variable {ι : Type*} [Fintype ι]

/-- Quasiparticle energy of a level `x` (measured from the Fermi level) at squared gap `y`. -/
def energy (x y : ℝ) : ℝ := √(x ^ 2 + y)

/-- Residual of the gap equation with coupling `g`, as a function of the squared gap `y`. -/
def residual (ξ : ι → ℝ) (g y : ℝ) : ℝ := g * ∑ k, 1 / (2 * energy (ξ k) y) - 1

/-- Slope of the residual with respect to the squared gap. -/
def slope (ξ : ι → ℝ) (g y : ℝ) : ℝ := -(g * ∑ k, 1 / (4 * energy (ξ k) y ^ 3))

/-- One Newton update of the squared gap. -/
def newtonStep (ξ : ι → ℝ) (g y : ℝ) : ℝ := y - residual ξ g y / slope ξ g y

/-- Newton iterates for the squared gap, started from the normal state `y = 0`. -/
def newtonIter (ξ : ι → ℝ) (g : ℝ) : ℕ → ℝ
  | 0 => 0
  | n + 1 => newtonStep ξ g (newtonIter ξ g n)

lemma energy_facts {x y : ℝ} (hx : x ≠ 0) (hy : 0 ≤ y) :
    0 < energy x y ∧ energy x y ^ 2 = x ^ 2 + y :=
  ⟨Real.sqrt_pos.mpr (by positivity), Real.sq_sqrt (by positivity)⟩

/-- If no level lies at the Fermi level, the function `slope` is the derivative of the residual at
every nonnegative squared gap. -/
theorem hasDerivAt_residual {ξ : ι → ℝ} (hξ : ∀ k, ξ k ≠ 0) (g : ℝ) {y : ℝ} (hy : 0 ≤ y) :
    HasDerivAt (residual ξ g) (slope ξ g y) y := by
  have alg : ∀ s : ℝ, 0 < s →
      (0 * (2 * s) - 1 * (2 * (1 / (2 * s)))) / (2 * s) ^ 2 = -(1 / (4 * s ^ 3)) := by
    intro s hs
    field_simp
    ring
  have term : ∀ k, HasDerivAt (fun z => 1 / (2 * energy (ξ k) z))
      (-(1 / (4 * energy (ξ k) y ^ 3))) y := by
    intro k
    have hE := (energy_facts (hξ k) hy).1
    have hk := hξ k
    have h1 : HasDerivAt (fun z : ℝ => ξ k ^ 2 + z) 1 y := (hasDerivAt_id' y).const_add _
    have h2 : HasDerivAt (fun z => energy (ξ k) z) (1 / (2 * energy (ξ k) y)) y :=
      h1.sqrt (by positivity)
    exact ((hasDerivAt_const y (1 : ℝ)).fun_div (h2.const_mul 2)
      (by positivity)).congr_deriv (alg _ hE)
  have h := ((HasDerivAt.fun_sum (u := Finset.univ) (fun k _ => term k)).const_mul g).sub_const 1
  exact h.congr_deriv (by rw [slope, Finset.sum_neg_distrib, mul_neg])

/-- For one level, the pairing term `1/(2E)` as a function of `E²` lies strictly above its tangent
at `E = s` for every other `E = t > 0`, and the distance to the tangent is at most the squared
change of `E²` divided by `4 s³ t²`. -/
theorem level_remainder {s t : ℝ} (hs : 0 < s) (ht : 0 < t) (hne : s ≠ t) :
    0 < 1 / (2 * t) - 1 / (2 * s) + (t ^ 2 - s ^ 2) * (1 / (4 * s ^ 3)) ∧
    1 / (2 * t) - 1 / (2 * s) + (t ^ 2 - s ^ 2) * (1 / (4 * s ^ 3)) ≤
      (t ^ 2 - s ^ 2) ^ 2 / t ^ 2 * (1 / (4 * s ^ 3)) := by
  have h := sub_ne_zero.mpr hne.symm
  have hd : 0 < (t - s) ^ 2 := by positivity
  have e1 : 1 / (2 * t) - 1 / (2 * s) + (t ^ 2 - s ^ 2) * (1 / (4 * s ^ 3)) =
      (t - s) ^ 2 * (t + 2 * s) / (4 * s ^ 3 * t) := by
    field_simp
    ring
  have e2 : (t ^ 2 - s ^ 2) ^ 2 / t ^ 2 * (1 / (4 * s ^ 3)) -
      (t - s) ^ 2 * (t + 2 * s) / (4 * s ^ 3 * t) = (t - s) ^ 2 / (4 * s * t ^ 2) := by
    field_simp
    ring
  have h3 : 0 ≤ (t - s) ^ 2 / (4 * s * t ^ 2) := by positivity
  rw [e1]
  exact ⟨div_pos (mul_pos hd (by positivity)) (by positivity), by linarith⟩

lemma remainder_eq (ξ : ι → ℝ) (g y z : ℝ) :
    residual ξ g z - residual ξ g y - slope ξ g y * (z - y) =
      g * ∑ k, (1 / (2 * energy (ξ k) z) - 1 / (2 * energy (ξ k) y) +
        (z - y) * (1 / (4 * energy (ξ k) y ^ 3))) := by
  rw [Finset.sum_add_distrib, Finset.sum_sub_distrib, ← Finset.mul_sum, residual, residual, slope]
  ring

lemma level_bounds {x y z : ℝ} (hx : x ≠ 0) (hy : 0 ≤ y) (hz : 0 ≤ z) (hne : y ≠ z) :
    0 < 1 / (2 * energy x z) - 1 / (2 * energy x y) + (z - y) * (1 / (4 * energy x y ^ 3)) ∧
    1 / (2 * energy x z) - 1 / (2 * energy x y) + (z - y) * (1 / (4 * energy x y ^ 3)) ≤
      (z - y) ^ 2 / energy x z ^ 2 * (1 / (4 * energy x y ^ 3)) := by
  obtain ⟨hs, hs2⟩ := energy_facts hx hy
  obtain ⟨ht, ht2⟩ := energy_facts hx hz
  have hst : energy x y ≠ energy x z := by
    intro h
    rw [h] at hs2
    exact hne (by linarith)
  have e : energy x z ^ 2 - energy x y ^ 2 = z - y := by rw [hs2, ht2]; ring
  have h := level_remainder hs ht hst
  rwa [e] at h

/-- For positive coupling and at least one level, none at the Fermi level, the residual on `y ≥ 0`
lies strictly above each of its tangents away from the point of contact. -/
theorem tangent_lt_residual [Nonempty ι] {ξ : ι → ℝ} (hξ : ∀ k, ξ k ≠ 0) {g y z : ℝ}
    (hg : 0 < g) (hy : 0 ≤ y) (hz : 0 ≤ z) (hne : y ≠ z) :
    residual ξ g y + slope ξ g y * (z - y) < residual ξ g z := by
  have h := mul_pos hg (Finset.sum_pos
    (fun k _ => (level_bounds (hξ k) hy hz hne).1) Finset.univ_nonempty)
  rw [← remainder_eq] at h
  linarith

lemma remainder_le {ξ : ι → ℝ} (hξ : ∀ k, ξ k ≠ 0) {g y z : ℝ}
    (hg : 0 < g) (hy : 0 ≤ y) (hz : 0 < z) (hne : y ≠ z) :
    residual ξ g z - residual ξ g y - slope ξ g y * (z - y) ≤
      (z - y) ^ 2 / z * (-slope ξ g y) := by
  have e : (z - y) ^ 2 / z * (-slope ξ g y) =
      g * ∑ k, (z - y) ^ 2 / z * (1 / (4 * energy (ξ k) y ^ 3)) := by
    rw [← Finset.mul_sum, slope]
    ring
  rw [remainder_eq, e]
  refine mul_le_mul_of_nonneg_left (Finset.sum_le_sum fun k _ => ?_) hg.le
  refine (level_bounds (hξ k) hy hz.le hne).2.trans ?_
  have hs := (energy_facts (hξ k) hy).1
  have hle : z ≤ energy (ξ k) z ^ 2 := by
    rw [(energy_facts (hξ k) hz.le).2]
    linarith [sq_nonneg (ξ k)]
  gcongr

lemma slope_neg [Nonempty ι] {ξ : ι → ℝ} (hξ : ∀ k, ξ k ≠ 0) {g y : ℝ}
    (hg : 0 < g) (hy : 0 ≤ y) : slope ξ g y < 0 := by
  have h : 0 < g * ∑ k, 1 / (4 * energy (ξ k) y ^ 3) :=
    mul_pos hg (Finset.sum_pos (fun k _ => by
      have := (energy_facts (hξ k) hy).1
      positivity) Finset.univ_nonempty)
  rw [slope]
  linarith

lemma nonempty_levels {ξ : ι → ℝ} {g y : ℝ} (h : 0 ≤ residual ξ g y) : Nonempty ι := by
  by_contra hE
  rw [not_nonempty_iff] at hE
  have e : residual ξ g y = -1 := by simp [residual]
  linarith

lemma residual_pos {ξ : ι → ℝ} (hξ : ∀ k, ξ k ≠ 0) {g y Y : ℝ} (hg : 0 < g)
    (hY : residual ξ g Y = 0) (hy : 0 ≤ y) (hlt : y < Y) : 0 < residual ξ g y := by
  have := nonempty_levels hY.ge
  have h := tangent_lt_residual hξ hg (hy.trans hlt.le) hy hlt.ne'
  have h2 := mul_pos_of_neg_of_neg (slope_neg hξ hg (hy.trans hlt.le)) (sub_neg.mpr hlt)
  linarith

/-- From below the squared gap `Y`, a Newton step moves up, stays below `Y`, and leaves a relative
error no larger than the square of the previous one. -/
theorem newtonStep_bounds {ξ : ι → ℝ} (hξ : ∀ k, ξ k ≠ 0) {g y Y : ℝ} (hg : 0 < g)
    (hY : residual ξ g Y = 0) (hy : 0 ≤ y) (hlt : y < Y) :
    y < newtonStep ξ g y ∧ newtonStep ξ g y < Y ∧
      Y - newtonStep ξ g y ≤ (Y - y) ^ 2 / Y := by
  have := nonempty_levels hY.ge
  have hS := slope_neg hξ hg hy
  have hG := residual_pos hξ hg hY hy hlt
  have hL := tangent_lt_residual hξ hg hy (hy.trans hlt.le) hlt.ne
  have hU := remainder_le hξ hg hy (hy.trans_lt hlt) hlt.ne
  have hq := div_neg_of_pos_of_neg hG hS
  have hqS := div_mul_cancel₀ (residual ξ g y) hS.ne
  rw [hY] at hL hU
  unfold newtonStep
  generalize (Y - y) ^ 2 / Y = C at hU ⊢
  generalize residual ξ g y / slope ξ g y = q at hq hqS ⊢
  rw [← hqS] at hL hU
  refine ⟨by linarith, ?_, ?_⟩
  · by_contra h
    have h' : q + (Y - y) ≤ 0 := by linarith [not_lt.mp h]
    nlinarith [mul_nonneg (neg_nonneg.mpr hS.le) (neg_nonneg.mpr h')]
  · by_contra h
    have h' : 0 < Y - y + q - C := by linarith [not_le.mp h]
    nlinarith [mul_pos (neg_pos.mpr hS) h']

lemma newtonIter_bounds {ξ : ι → ℝ} (hξ : ∀ k, ξ k ≠ 0) {g Y : ℝ} (hg : 0 < g)
    (hY0 : 0 < Y) (hY : residual ξ g Y = 0) (n : ℕ) :
    0 ≤ newtonIter ξ g n ∧ newtonIter ξ g n < Y := by
  induction n with
  | zero => exact ⟨le_refl _, hY0⟩
  | succ n ih =>
    have h := newtonStep_bounds hξ hg hY ih.1 ih.2
    exact ⟨ih.1.trans h.1.le, h.2.1⟩

/-- Quadratic convergence: after `n + 1` steps, the relative error of the squared gap is at most the
relative error after one step, raised to the power `2 ^ n`. -/
theorem newtonIter_error {ξ : ι → ℝ} (hξ : ∀ k, ξ k ≠ 0) {g Y : ℝ} (hg : 0 < g)
    (hY0 : 0 < Y) (hY : residual ξ g Y = 0) (n : ℕ) :
    Y - newtonIter ξ g (n + 1) ≤ Y * (1 - newtonIter ξ g 1 / Y) ^ (2 ^ n) := by
  induction n with
  | zero =>
    have e : Y * (1 - newtonIter ξ g 1 / Y) = Y - newtonIter ξ g 1 := by field_simp
    rw [pow_zero, pow_one, e]
  | succ n ih =>
    have hb := newtonIter_bounds hξ hg hY0 hY (n + 1)
    have h0 : 0 ≤ Y - newtonIter ξ g (n + 1) := by linarith [hb.2]
    refine (newtonStep_bounds hξ hg hY hb.1 hb.2).2.2.trans ?_
    rw [pow_succ 2 n, pow_mul, div_le_iff₀ hY0]
    refine (pow_le_pow_left₀ h0 ih 2).trans (le_of_eq ?_)
    ring

lemma exists_root {ξ : ι → ℝ} (hξ : ∀ k, ξ k ≠ 0) {g : ℝ} (hg : 0 < g)
    (h0 : 0 < residual ξ g 0) : ∃ Y, 0 < Y ∧ residual ξ g Y = 0 := by
  -- at a squared gap this large the residual is no longer positive
  obtain ⟨K, hK⟩ : ∃ K : ℝ, K = g * (Fintype.card ι : ℝ) + 1 := ⟨_, rfl⟩
  have hN : 0 ≤ g * (Fintype.card ι : ℝ) := by positivity
  have hKpos : 0 < K := by linarith
  have hM : residual ξ g (K ^ 2) ≤ 0 := by
    have hs : ∑ k, 1 / (2 * energy (ξ k) (K ^ 2)) ≤ ∑ _k : ι, 1 / (2 * K) := by
      refine Finset.sum_le_sum fun k _ => ?_
      have hle : K ≤ energy (ξ k) (K ^ 2) :=
        (Real.le_sqrt' hKpos).mpr (by linarith [sq_nonneg (ξ k)])
      exact one_div_le_one_div_of_le (by positivity) (by linarith)
    rw [Finset.sum_const, Finset.card_univ, nsmul_eq_mul] at hs
    have h1 := mul_le_mul_of_nonneg_left hs hg.le
    have h2 : g * ((Fintype.card ι : ℝ) * (1 / (2 * K))) ≤ 1 := by
      rw [← mul_assoc, mul_one_div, div_le_one (by positivity)]
      linarith
    rw [residual]
    linarith
  have hc : ContinuousOn (residual ξ g) (Set.Icc 0 (K ^ 2)) := fun y hy =>
    (hasDerivAt_residual hξ g hy.1).continuousAt.continuousWithinAt
  obtain ⟨Y, hY, hroot⟩ := intermediate_value_Icc' (sq_nonneg K) hc ⟨hM, h0.le⟩
  refine ⟨Y, lt_of_le_of_ne hY.1 ?_, hroot⟩
  rintro rfl
  linarith

/-- Let the coupling be positive and no level lie at the Fermi level. If the residual is positive at
zero gap, there is a gap `Δ > 0` whose square is the only positive root of the residual, and the
Newton iterates from zero increase strictly and converge to `Δ ^ 2`. -/
theorem newton_converges_to_gap {ξ : ι → ℝ} (hξ : ∀ k, ξ k ≠ 0) {g : ℝ} (hg : 0 < g)
    (h0 : 0 < residual ξ g 0) :
    ∃ Δ : ℝ, 0 < Δ ∧ residual ξ g (Δ ^ 2) = 0 ∧
      (∀ y, 0 < y → residual ξ g y = 0 → y = Δ ^ 2) ∧
      StrictMono (newtonIter ξ g) ∧ Tendsto (newtonIter ξ g) atTop (𝓝 (Δ ^ 2)) := by
  obtain ⟨Y, hY0, hY⟩ := exists_root hξ hg h0
  have hb := newtonIter_bounds hξ hg hY0 hY
  have hmono : StrictMono (newtonIter ξ g) :=
    strictMono_nat_of_lt_succ fun n => (newtonStep_bounds hξ hg hY (hb n).1 (hb n).2).1
  refine ⟨√Y, Real.sqrt_pos.mpr hY0, ?_⟩
  rw [Real.sq_sqrt hY0.le]
  refine ⟨hY, fun y hy hroot => ?_, hmono, ?_⟩
  · -- the residual is positive below any root, so two roots coincide
    rcases lt_trichotomy y Y with h | h | h
    · linarith [residual_pos hξ hg hY hy.le h]
    · exact h
    · linarith [residual_pos hξ hg hroot hY0.le h]
  · -- squeeze the iterates between the error bound and the root
    have herr := newtonIter_error hξ hg hY0 hY
    have hpos : 0 < newtonIter ξ g 1 := hmono Nat.zero_lt_one
    have hr1 : 1 - newtonIter ξ g 1 / Y < 1 := by linarith [div_pos hpos hY0]
    have hr0 : 0 ≤ 1 - newtonIter ξ g 1 / Y := by
      linarith [(div_le_one hY0).mpr (hb 1).2.le]
    generalize 1 - newtonIter ξ g 1 / Y = r at herr hr1 hr0
    have hl := ((tendsto_pow_atTop_nhds_zero_of_lt_one hr0 hr1).const_mul Y).const_sub Y
    rw [mul_zero, sub_zero] at hl
    have hlow : ∀ n : ℕ, Y - Y * r ^ n ≤ newtonIter ξ g (n + 1) := by
      intro n
      have hn : n ≤ 2 ^ n := Nat.le_of_lt Nat.lt_two_pow_self
      have hp := mul_le_mul_of_nonneg_left (pow_le_pow_of_le_one hr0 hr1.le hn) hY0.le
      linarith [herr n]
    rw [← tendsto_add_atTop_iff_nat 1]
    exact tendsto_of_tendsto_of_tendsto_of_le_of_le hl tendsto_const_nhds
      (fun n => hlow n) (fun n => (hb (n + 1)).2.le)

end

end GapNewton
```

```lean
#print axioms GapNewton.newton_converges_to_gap
```

```
'GapNewton.newton_converges_to_gap' depends on axioms: [propext, Classical.choice, Quot.sound]
```

## The gap equation and its threshold

For levels ξ_k, the quasiparticle energy is E_k(y) = √(ξ_k² + y). The residual and its derivative are

G(y) = g ∑ₖ 1/(2E_k(y)) − 1

G′(y) = −g ∑ₖ 1/(4E_k(y)³).

In Lean these are `energy`, `residual` and `slope`; `hasDerivAt_residual` proves that `slope` is the derivative for y ≥ 0 when no ξ_k is zero. The finite type `ι` labels the levels. Each label stands for one pair of time-reversed states, so the two spins are not counted separately; different labels may have equal energies.

The equation G = 0 is the zero-temperature BCS gap equation Δ = g ∑ₖ Δ/(2E_k) with constant coupling, divided by Δ ≠ 0 and written in y = Δ². The ξ_k are measured from a Fermi level that is held fixed, so no particle-number equation is solved alongside it. The gap equation is taken as given, not derived from a Hamiltonian. The condition `hξ` excludes a level exactly at the Fermi level, keeping G and G′ finite at y = 0. The condition `h0`, G(0) > 0, says that g ∑ₖ 1/(2|ξ_k|) > 1: the attraction is strong enough for a nonzero pairing gap Δ even though every level lies a finite distance from the Fermi level. This Δ is not the lowest quasiparticle energy, which is the smallest √(ξ_k² + Δ²) and exceeds Δ.

Under these conditions and g > 0, `newton_converges_to_gap` gives a Δ > 0 such that Δ² is the only positive root. The iterates from y₀ = 0 increase strictly and converge to it.

## Why a step cannot overshoot

Throughout, no ξ_k is zero. Take y, z ≥ 0 with y ≠ z, and write s = E_k(y), t = E_k(z), so t² − s² = z − y. For one level, the distance from the tangent is

1/(2t) − 1/(2s) + (t² − s²)/(4s³) = (t − s)²(t + 2s)/(4s³t) > 0.

It is also at most (t² − s²)²/(4s³t²), because that bound exceeds it by (t − s)²/(4st²). These are the two identities that `field_simp` and `ring` check in `level_remainder`.

For z > 0, t² ≥ z. Let g > 0 and let there be at least one level, as there must be when G has a root (with no levels G = −1). Summing over levels and multiplying by g gives

0 < G(z) − G(y) − G′(y)(z − y) ≤ ((z − y)²/z)|G′(y)|.

The two sides are `tangent_lt_residual` and `remainder_le`.

Now let Y be a positive root and 0 ≤ y < Y. The tangent at Y lies below the curve, so G(y) > G′(Y)(y − Y) > 0. Since G′(y) < 0, the Newton value N = y − G(y)/G′(y) exceeds y. Setting z = Y in the remainder bounds and dividing by |G′(y)| gives

0 < Y − N ≤ (Y − y)²/Y.

This is `newtonStep_bounds`. Its proof names the Newton quotient `q` and gives `nlinarith` products of inequalities with the positive number −G′(y) instead of dividing.

## From one step to convergence

Let e_n = (Y − y_n)/Y. Then e_(n+1) ≤ e_n², and induction gives `newtonIter_error`:

Y − y_(n+1) ≤ Y(1 − y₁/Y)^(2ⁿ).

The bound starts from y₁ because e₀ = 1. Since 0 < y₁ < Y, the base lies strictly between 0 and 1. Lean uses n ≤ 2ⁿ to compare the bound with a geometric sequence, then squeezes the iterates towards Y.

For existence, let M be the number of levels and K = gM + 1. At y = K² every energy is at least K, so G(K²) ≤ gM/(2K) − 1 < 0. Continuity and G(0) > 0 give a positive root (`exists_root`). Two different roots are impossible because G is positive below any root. Finally, Δ = √Y.

## Three steps by hand, and the loop in code

In the one-level example, E² = 1 + y and the update becomes

y_(n+1) = y_n + 2E² − E³.

It gives 0, 1, 5 − 2√2 ≈ 2.172, then about 2.866. The relative errors are 1, 0.667, 0.276 and 0.045, each at most the square of its predecessor.

A program accumulates A = ∑ₖ 1/(2E_k) and B = ∑ₖ 1/(4E_k³) in one pass over the levels, then sets

y ← y + (gA − 1)/(gB).

After the last step it returns √y. For this finite, constant-coupling mean-field model with the Fermi level held fixed, above the threshold and with no level at the Fermi level, the iteration needs neither damping nor an initial guess for the gap in exact arithmetic; rounding can disturb the monotonicity close to the root.
